# For an exponentially bounded density, local exchange keeps the semiclassical action finite up to the vacuum level, where the image action diverges

An electron just outside a metal is attracted by its image charge. At distance $z$ from an ideal flat surface its potential energy is $-1/(4z)$ in atomic units, and this tail is long enough to support a series of levels that accumulate at the vacuum level $E=0$. A local-density exchange potential depends only on the electron density $n(z)$ at the same point, and outside the metal that density is exponentially small. Can such a potential still support the series?

The semiclassical test is the action, the integral of the momentum over the vacuum side. Divided by $\pi$, it estimates the number of levels below a given energy, so an accumulating series needs an action that grows without bound as $E\to0^-$. With $0\le n(z)\le Ae^{-az}$ and $a>0$, the local exchange action stays bounded, whereas the image action diverges. For density-functional calculations of surfaces, this shows within a one-dimensional, exchange-only model how a local functional loses the image series.

## Two potentials and one action

```lean
import Mathlib

open Set MeasureTheory Filter Topology

namespace LocalDensitySurfacePotential

noncomputable section
```

The coordinate $z$ is a real number measured outward from the surface. `imagePotential` is $-1/(4z)$, and `exchangePotential` is $v(z)=-C\,n(z)^{1/3}$, where the constant $C$ sets the strength of local exchange.

```lean
/-- The classical image potential `-1/(4z)` of an electron at distance `z > 0` from a
perfect metal, in atomic units. -/
def imagePotential (z : ℝ) : ℝ := -1 / (4 * z)

/-- The local-density exchange potential `-C n^(1/3)` of a nonnegative density profile `n`. -/
def exchangePotential (C : ℝ) (n : ℝ → ℝ) (z : ℝ) : ℝ := -C * n z ^ (1 / 3 : ℝ)
```

The momentum is $p(z)=\sqrt{2(E-v(z))}$ for unit mass. Lean's real square root is zero on negative numbers, which removes the classically forbidden region. The action is $\int_0^\infty p\,dz$.

```lean
/-- The semiclassical momentum `√(2(E - v))` at energy `E`, set to zero in the classically
forbidden region. -/
def momentum (v : ℝ → ℝ) (E z : ℝ) : ℝ := √(2 * (E - v z))

/-- The semiclassical action at energy `E`: the integral of the momentum over the vacuum
side `z > 0`. -/
def action (v : ℝ → ℝ) (E : ℝ) : ℝ := ∫ z in Ioi (0 : ℝ), momentum v E z
```

The metal side, the Hartree potential and correlation are absent. There is no Schrödinger operator in the file either, so the link from action to levels is semiclassical interpretation.

## A density under an exponential, and an attractive exchange constant

The hypothesis `h` says that $0\le n(z)\le Ae^{-az}$ for every $z>0$. It stands for the evanescent tail of the occupied states. The hypothesis `hC`, $C\ge0$, says that exchange attracts.

By hand, the cube root preserves the order of nonnegative numbers, so $n^{1/3}\le A^{1/3}e^{-az/3}$. Multiplying by $-C$ reverses the inequality:
$$v(z)\ge -K e^{-az/3},\qquad K=CA^{1/3}.$$

In `exchange_lower`, `Real.rpow_le_rpow` takes the cube root, the rewriting splits the power of the product, and `nlinarith` finishes from the resulting inequality multiplied by $C$. The sign of $A$ is not assumed, because `h` already forces $A\ge0$.

```lean
variable {n : ℝ → ℝ} {A a C : ℝ}

/-- If `0 ≤ n ≤ A exp(-az)` outside the surface and `C ≥ 0`, the local exchange potential is no
deeper than `C A^(1/3) exp(-az/3)` at every `z > 0`. -/
theorem exchange_lower (hC : 0 ≤ C)
    (h : ∀ z > 0, 0 ≤ n z ∧ n z ≤ A * Real.exp (-a * z)) {z : ℝ} (hz : 0 < z) :
    -(C * A ^ (1 / 3 : ℝ) * Real.exp (-(a / 3) * z)) ≤ exchangePotential C n z := by
  have hA : 0 ≤ A := (mul_nonneg_iff_of_pos_right (Real.exp_pos (-a * z))).1
    ((h z hz).1.trans (h z hz).2)
  -- the cube root divides the decay rate by three
  have m := Real.rpow_le_rpow (h z hz).1 (h z hz).2 (by norm_num : (0 : ℝ) ≤ 1 / 3)
  rw [Real.mul_rpow hA (Real.exp_pos _).le, ← Real.exp_mul,
    show -a * z * (1 / 3) = -(a / 3) * z by ring] at m
  unfold exchangePotential
  nlinarith [mul_le_mul_of_nonneg_left m hC]
```

For $C<0$ this lower bound can fail, but the potential is then nonnegative. It lies above the image potential and has zero momentum at every $E\le0$, so the sign condition serves the estimate and excludes no physical danger.

## A positive decay rate

The hypothesis `ha`, $a>0$, makes the density actually decay. Put $x=az/3$ and suppose $a^2z\ge72K$. Then
$$4Kz\le\frac{a^2z^2}{18}=\frac{x^2}{2}<1+x+\frac{x^2}{2}\le e^x,$$
so $Ke^{-x}<1/(4z)$, and therefore $v(z)>-1/(4z)$.

The proof takes the quadratic bound from `Real.quadratic_le_exp_of_nonneg`, clears the denominators, and leaves the comparison with `hfar` to `nlinarith`.

```lean
/-- For a density with `0 ≤ n ≤ A exp(-az)`, `a > 0` and `C ≥ 0`, the local exchange
potential lies above the image potential at every `z > 0` with `a² z ≥ 72 C A^(1/3)`. -/
theorem image_lt_exchange (hC : 0 ≤ C) (ha : 0 < a)
    (h : ∀ z > 0, 0 ≤ n z ∧ n z ≤ A * Real.exp (-a * z)) {z : ℝ} (hz : 0 < z)
    (hfar : 72 * (C * A ^ (1 / 3 : ℝ)) ≤ a ^ 2 * z) :
    imagePotential z < exchangePotential C n z := by
  have b := exchange_lower hC h hz
  have q := Real.quadratic_le_exp_of_nonneg (x := a / 3 * z) (by positivity)
  have key : C * A ^ (1 / 3 : ℝ) * Real.exp (-(a / 3) * z) < 1 / (4 * z) := by
    rw [show -(a / 3) * z = -(a / 3 * z) by ring, Real.exp_neg, ← div_eq_mul_inv,
      div_lt_div_iff₀ (Real.exp_pos _) (by positivity)]
    nlinarith [mul_le_mul_of_nonneg_right hfar hz.le, mul_pos ha hz]
  have e : imagePotential z = -(1 / (4 * z)) := by unfold imagePotential; ring
  rw [e]
  linarith
```

If $a=0$, the constant density $n=A$ is allowed. For $A,C>0$ it gives a constant well, which lies below the image potential at large $z$ and has infinite action at $E=0$. Boundedness of the density is therefore not enough.

## Measurability and energies up to the vacuum level

The hypothesis `hn` asks that $n$ be measurable on $z>0$, up to a set of measure zero. Any continuous density satisfies it. The hypothesis `hE`, $E\le0$, restricts attention to energies at or below the vacuum level. It enters by hand when $E$ is discarded:
$$2(E-v)\le2Ke^{-az/3},\qquad p(z)\le\sqrt{2K}\,e^{-az/6}.$$
Integration gives
$$\int_0^\infty p\,dz\le\sqrt{2K}\int_0^\infty e^{-az/6}\,dz=\frac{6}{a}\sqrt{2K}.$$

In `exchange_action_le`, `bound` is the pointwise estimate and `g` is the integrability of the exponential. `m` uses `hn` to make the momentum measurable, and `Integrable.mono'` combines the three. The last lines integrate the estimate. The theorem states integrability alongside the bound because Lean assigns the value zero to the integral of a non-integrable function.

```lean
/-- For a measurable density with `0 ≤ n ≤ A exp(-az)`, `a > 0` and `C ≥ 0`, the momentum in the
local exchange potential is integrable over `z > 0` at every energy `E ≤ 0`, and the action is at
most `√(2 C A^(1/3)) · 6/a`. -/
theorem exchange_action_le (hC : 0 ≤ C) (ha : 0 < a)
    (hn : AEMeasurable n (volume.restrict (Ioi 0)))
    (h : ∀ z > 0, 0 ≤ n z ∧ n z ≤ A * Real.exp (-a * z)) {E : ℝ} (hE : E ≤ 0) :
    IntegrableOn (momentum (exchangePotential C n) E) (Ioi 0) ∧
      action (exchangePotential C n) E ≤ √(2 * (C * A ^ (1 / 3 : ℝ))) * (6 / a) := by
  have hA : 0 ≤ A := (mul_nonneg_iff_of_pos_right (Real.exp_pos (-a * 1))).1
    ((h 1 one_pos).1.trans (h 1 one_pos).2)
  -- the momentum has an exponentially decaying majorant
  have bound : ∀ z ∈ Ioi (0 : ℝ), momentum (exchangePotential C n) E z ≤
      √(2 * (C * A ^ (1 / 3 : ℝ))) * Real.exp (-(a / 6) * z) := by
    intro z hz
    have e : Real.exp (-(a / 6) * z) ^ 2 = Real.exp (-(a / 3) * z) := by
      rw [sq, ← Real.exp_add]
      congr 1
      ring
    refine Real.sqrt_le_iff.2 ⟨by positivity, ?_⟩
    rw [mul_pow, Real.sq_sqrt (by positivity), e]
    linarith [exchange_lower hC h hz]
  have g : IntegrableOn (fun z : ℝ => √(2 * (C * A ^ (1 / 3 : ℝ))) *
      Real.exp (-(a / 6) * z)) (Ioi 0) :=
    Integrable.const_mul (exp_neg_integrableOn_Ioi 0 (by positivity : 0 < a / 6)) _
  have m : AEStronglyMeasurable (momentum (exchangePotential C n) E)
      (volume.restrict (Ioi 0)) := by
    have k := (((hn.pow_const (1 / 3 : ℝ)).const_mul (-C)).const_sub E).const_mul 2
    exact (Real.continuous_sqrt.measurable.comp_aemeasurable k).aestronglyMeasurable
  have i : IntegrableOn (momentum (exchangePotential C n) E) (Ioi 0) := by
    refine Integrable.mono' g m ((ae_restrict_iff' measurableSet_Ioi).2
      (ae_of_all _ fun z hz => ?_))
    show ‖√(2 * (E - exchangePotential C n z))‖ ≤ _
    rw [Real.norm_of_nonneg (Real.sqrt_nonneg _)]
    exact bound z hz
  refine ⟨i, ?_⟩
  have t := setIntegral_mono_on i g measurableSet_Ioi bound
  have e : -Real.exp (-(a / 6) * 0) / -(a / 6) = 6 / a := by
    rw [mul_zero, Real.exp_zero]
    field_simp
  rw [integral_const_mul, integral_exp_mul_Ioi (by linarith : -(a / 6) < 0) 0, e] at t
  exact t
```

Without measurability, integrability can fail: for $A,C>0$, let $n$ equal $Ae^{-az}$ on a subset of the half-line that is not Lebesgue measurable, and zero elsewhere. At $E=0$ the momentum is then not measurable, hence not integrable. The condition $E\le0$ is needed for a different reason: at any $E>0$, even for a measurable density, the momentum is at least $\sqrt{2E}$ everywhere, since $v\le0$, and its integral diverges.

## The image potential at and below threshold

No density enters here. The conditions are a positive starting distance $z_0$ for the zero-energy statement and a positive binding energy $\varepsilon=-E$ for the action.

At $E=0$ the momentum is $\sqrt{1/(2z)}=\sqrt{1/2}\,z^{-1/2}$, and
$$\int_{z_0}^{R}\sqrt{\frac{1}{2z}}\,dz=\sqrt2\,(\sqrt R-\sqrt{z_0})\to\infty\quad(R\to\infty).$$
The divergence comes from large distances, not from the singularity at the surface. `image_momentum_zero` rewrites the momentum as a power, and `image_not_integrable` removes the prefactor and applies Mathlib's criterion for powers on an outer half-line.

```lean
/-- At zero energy the momentum in the image potential falls off as `z^(-1/2)`, with
prefactor `√(1/2)`, for `z > 0`. -/
theorem image_momentum_zero {z : ℝ} (hz : 0 < z) :
    momentum imagePotential 0 z = √(1 / 2) * z ^ (-(1 / 2) : ℝ) := by
  rw [Real.rpow_neg hz.le, ← Real.sqrt_eq_rpow, ← Real.sqrt_inv,
    ← Real.sqrt_mul (by norm_num)]
  unfold momentum imagePotential
  congr 1
  ring

/-- The zero-energy momentum in the image potential is not integrable over the region
beyond any distance `z₀ > 0`. -/
theorem image_not_integrable {z₀ : ℝ} (hz₀ : 0 < z₀) :
    ¬ IntegrableOn (momentum imagePotential 0) (Ioi z₀) := by
  intro h
  have h2 : IntegrableOn (fun z => (√(1 / 2))⁻¹ * momentum imagePotential 0 z) (Ioi z₀) :=
    Integrable.const_mul h _
  have h3 : IntegrableOn (fun z : ℝ => z ^ (-(1 / 2) : ℝ)) (Ioi z₀) := by
    refine h2.congr_fun (fun z hz => ?_) measurableSet_Ioi
    show (√(1 / 2))⁻¹ * momentum imagePotential 0 z = z ^ (-(1 / 2) : ℝ)
    rw [image_momentum_zero (lt_trans hz₀ hz), inv_mul_cancel_left₀ (by positivity)]
  have h4 := (integrableOn_Ioi_rpow_iff hz₀).1 h3
  norm_num at h4
```

At $E=-\varepsilon$ the squared momentum is $1/(2z)-2\varepsilon$ up to the turning point $z=1/(4\varepsilon)$. On the inner half, $z\le1/(8\varepsilon)$, we have $2\varepsilon\le1/(4z)$, hence $p\ge\tfrac12z^{-1/2}$ and
$$\int_0^\infty p\,dz\ge\int_0^{1/(8\varepsilon)}\frac{dz}{2\sqrt z}=\sqrt{\frac{1}{8\varepsilon}}.$$

In `image_action_ge`, `hint` first establishes integrability: inside the turning point the zero-energy momentum is a majorant, and outside it the momentum vanishes. The `calc` block then follows the displayed estimate. Positivity of $\varepsilon$ supplies the finite turning point; at $\varepsilon=0$ there is none, and the integral diverges.

```lean
/-- At binding energy `ε > 0` the action in the image potential is at least `√(1/(8ε))`. -/
theorem image_action_ge {ε : ℝ} (hε : 0 < ε) :
    √(1 / (8 * ε)) ≤ action imagePotential (-ε) := by
  have pw : ∀ c R : ℝ, 0 ≤ R →
      IntegrableOn (fun z : ℝ => c * z ^ (-(1 / 2) : ℝ)) (Ioc 0 R) := fun c R hR =>
    Integrable.const_mul ((intervalIntegrable_iff_integrableOn_Ioc_of_le hR).1
      (intervalIntegral.intervalIntegrable_rpow' (by norm_num))) c
  -- integrability: inverse square root inside the turning point, zero outside
  have hint : IntegrableOn (momentum imagePotential (-ε)) (Ioi 0) := by
    rw [← Ioc_union_Ioi_eq_Ioi (show (0 : ℝ) ≤ 1 / (4 * ε) by positivity)]
    refine IntegrableOn.union ?_ ?_
    · have m : Measurable (fun z : ℝ => √(2 * (-ε - -1 / (4 * z)))) :=
        Real.continuous_sqrt.measurable.comp (by fun_prop)
      refine Integrable.mono' (pw (√(1 / 2)) _ (by positivity)) m.aestronglyMeasurable
        ((ae_restrict_iff' measurableSet_Ioc).2 (ae_of_all _ fun z hz => ?_))
      rw [← image_momentum_zero hz.1]
      show ‖√(2 * (-ε - imagePotential z))‖ ≤ √(2 * (0 - imagePotential z))
      rw [Real.norm_of_nonneg (Real.sqrt_nonneg _)]
      exact Real.sqrt_le_sqrt (by linarith)
    · refine integrableOn_zero.congr_fun (fun z hz => ?_) measurableSet_Ioi
      show (0 : ℝ) = √(2 * (-ε - -1 / (4 * z)))
      have hz1 : 1 / (4 * ε) < z := hz
      have hz0 : 0 < z := lt_trans (by positivity) hz1
      have k := (div_lt_iff₀ (by positivity)).1 hz1
      have k2 : 1 / (4 * z) ≤ ε := (div_le_iff₀ (by positivity)).2 (by linarith)
      refine (Real.sqrt_eq_zero_of_nonpos ?_).symm
      rw [neg_div]
      linarith
  have S : 0 ≤ 1 / (8 * ε) := by positivity
  -- keep only the inner half of the classically allowed region
  calc √(1 / (8 * ε))
      = ∫ z in Ioc 0 (1 / (8 * ε)), (1 / 2) * z ^ (-(1 / 2) : ℝ) := by
        rw [integral_const_mul, ← intervalIntegral.integral_of_le S,
          integral_rpow (Or.inl (by norm_num)), Real.sqrt_eq_rpow,
          show (-(1 / 2) : ℝ) + 1 = 1 / 2 by norm_num, Real.zero_rpow (by norm_num)]
        ring
    _ ≤ ∫ z in Ioc 0 (1 / (8 * ε)), momentum imagePotential (-ε) z := by
        refine setIntegral_mono_on (pw _ _ S) (hint.mono_set Ioc_subset_Ioi_self)
          measurableSet_Ioc (fun z hz => ?_)
        have e : (z ^ (-(1 / 2) : ℝ)) ^ 2 = z⁻¹ := by
          rw [← Real.rpow_natCast, ← Real.rpow_mul hz.1.le]
          norm_num [Real.rpow_neg_one]
        have k := (le_div_iff₀ (by positivity)).1 hz.2
        have k2 : 8 * ε ≤ z⁻¹ := by
          rw [← one_div, le_div_iff₀ hz.1]
          linarith
        refine (le_abs_self _).trans (Real.abs_le_sqrt ?_)
        have e2 : imagePotential z = -(1 / 4) * z⁻¹ := by unfold imagePotential; ring
        rw [mul_pow, e, e2]
        linarith
    _ ≤ action imagePotential (-ε) :=
        setIntegral_mono_set hint (ae_of_all _ fun z => Real.sqrt_nonneg _)
          Ioc_subset_Ioi_self.eventuallyLE
```

For any real $b$, choosing $0<\varepsilon<1/(8(b^2+1))$ makes the lower bound exceed $|b|$. This is the limit in `image_action_tendsto`, where `𝓝[<] 0` means that the energy approaches zero from below.

```lean
/-- As the energy rises to the vacuum level, the action in the image potential grows
without bound. -/
theorem image_action_tendsto : Tendsto (action imagePotential) (𝓝[<] 0) atTop := by
  refine tendsto_atTop.2 fun b => ?_
  have hb : -(1 / (8 * (b ^ 2 + 1))) < 0 := neg_neg_of_pos (by positivity)
  filter_upwards [Ioo_mem_nhdsLT hb] with E hE
  have hE0 : 0 < -E := by linarith [hE.2]
  have k : -E < 1 / (8 * (b ^ 2 + 1)) := by linarith [hE.1]
  have k2 := (lt_div_iff₀ (by positivity)).1 k
  have t := image_action_ge hE0
  rw [neg_neg] at t
  refine ((le_abs_self b).trans (Real.abs_le_sqrt ?_)).trans t
  rw [le_div_iff₀ (by positivity)]
  nlinarith
```

## The hypotheses combined

The final theorem has three conclusions. `∀ᶠ z in atTop` says that the exchange potential lies above the image potential beyond some distance. In `∃ B, ∀ E ≤ 0`, the bound $B$ is chosen before the energy, so one number limits the exchange action all the way to threshold. The third conclusion is the divergence of the image action. The proof turns the explicit distance $72K/a^2$ into the first conclusion and takes the other two from the preceding theorems.

```lean
/-- Let `n` be measurable with `0 ≤ n ≤ A exp(-az)` for `z > 0`, `a > 0` and `C ≥ 0`. The
local exchange potential lies above the image potential at all large distances, and its
action is finite and bounded over all `E ≤ 0`, while the image action diverges as `E → 0⁻`. -/
theorem local_exchange_loses_image_series (hC : 0 ≤ C) (ha : 0 < a)
    (hn : AEMeasurable n (volume.restrict (Ioi 0)))
    (h : ∀ z > 0, 0 ≤ n z ∧ n z ≤ A * Real.exp (-a * z)) :
    (∀ᶠ z in atTop, imagePotential z < exchangePotential C n z) ∧
    (∃ B, ∀ E ≤ 0, IntegrableOn (momentum (exchangePotential C n) E) (Ioi 0) ∧
      action (exchangePotential C n) E ≤ B) ∧
    Tendsto (action imagePotential) (𝓝[<] 0) atTop := by
  refine ⟨?_, ⟨_, fun E hE => exchange_action_le hC ha hn h hE⟩, image_action_tendsto⟩
  filter_upwards [eventually_gt_atTop 0,
    eventually_ge_atTop (72 * (C * A ^ (1 / 3 : ℝ)) / a ^ 2)] with z hz hl
  have k := (div_le_iff₀ (by positivity)).1 hl
  exact image_lt_exchange hC ha h hz (by linarith)

end

end LocalDensitySurfacePotential
```

```lean
#print axioms LocalDensitySurfacePotential.image_not_integrable
#print axioms LocalDensitySurfacePotential.local_exchange_loses_image_series
```

```
'LocalDensitySurfacePotential.image_not_integrable' depends on axioms: [propext, Classical.choice, Quot.sound]
'LocalDensitySurfacePotential.local_exchange_loses_image_series' depends on axioms: [propext, Classical.choice, Quot.sound]
```

## Power-law tails and a Kohn–Sham estimate

The same majorant argument handles a measurable density with $0\le n(z)\le A(1+z)^{-q}$ and $q>6$. The momentum at $E\le0$ is then at most $\sqrt{2K}\,(1+z)^{-q/6}$, and the action is at most $6\sqrt{2K}/(q-6)$. Exponential decay is thus sufficient but not necessary.

In a spin-unpolarised Kohn–Sham slab calculation, local exchange is evaluated from the density at each grid point, with $C=(3/\pi)^{1/3}\approx0.985$. For a work function $W$, the usual estimate of the density's decay rate is $a=2\sqrt{2W}$. Taking $W=0.15$ hartree and, for illustration, $A=0.01$ in atomic units gives $a\approx1.10$ and $K\approx0.212$. The theorem then places exchange above the image potential from about 12.7 bohr outward. That distance is sufficient, not sharp: here $4Kze^{-az/3}$ never exceeds $12K/(ea)<0.86$, so exchange lies above the image potential at every $z>0$. The action is at most about 3.57, so dividing by $\pi$ leaves semiclassical room for roughly one level on the vacuum side. For the image potential, the same count grows without limit as the energy approaches the vacuum level.
